# Dipole matrix elements between distinct states of a particle in a box

**Q:** A particle of mass \(M\) moves between hard walls at \(x=0\) and \(x=L\), and I want the matrix elements of its position between stationary states. Which states and which conventions do you use?

**A:** The states are the normalised sines, with quantum number \(n=1,2,\dots\):

\[
\psi_n(x)=\sqrt{2/L}\,\sin(n\pi x/L),\qquad x_{mn}=\int_0^L \psi_m(x)\,x\,\psi_n(x)\,dx .
\]

Position is measured from the left wall. In Lean these are `boxState` and `dipole`; the latter is per unit charge, so a charge \(q\) multiplies it.

```lean
import Mathlib

open Real

namespace BoxDipole

noncomputable section

/-- The function `√(2/L) sin(nπx/L)`; for `L > 0`, `n ≥ 1` and `x` in `[0, L]` it is the normalised
wave function of level `n` of a particle in the box `[0, L]`. -/
def boxState (L : ℝ) (n : ℕ) (x : ℝ) : ℝ := √(2 / L) * sin (n * π * x / L)

/-- The dipole matrix element, per unit charge, between the box states `m` and `n`, for `L > 0` and
positive `m` and `n`. -/
def dipole (L : ℝ) (m n : ℕ) : ℝ :=
  ∫ x in (0 : ℝ)..L, boxState L m x * x * boxState L n x
```

**Q:** `boxState` takes any natural number and any real \(x\). Is that still the box?

**A:** The integral runs only over \([0,L]\), so values outside don't enter. The label \(n=0\) gives the zero function, which is not a state; I'll say where that matters. One auxiliary integral is also named, with an integer \(k\) because \(m-n\) may be negative:

```lean
/-- The first moment over the box `[0, L]` of the cosine `cos(kπx/L)`, for `L > 0`. -/
def cosMoment (L : ℝ) (k : ℤ) : ℝ :=
  ∫ x in (0 : ℝ)..L, x * cos (k * π / L * x)
```

The last two definitions are the level energies \(E_n\) and the oscillator strength \(f_{mn}\). Its prefactor is \(2M/\hbar^2\), for motion along one axis; the three-dimensional convention has an additional factor \(1/3\).

```lean
/-- The energy `n²π²ħ²/(2ML²)` of level `n` for a particle of mass `M`, for positive `M`, `L` and
`n`. -/
def boxEnergy (hbar M L : ℝ) (n : ℕ) : ℝ :=
  (n : ℝ) ^ 2 * π ^ 2 * hbar ^ 2 / (2 * M * L ^ 2)

/-- The oscillator strength `(2M/ħ²)(Eₙ - Eₘ)|xₘₙ|²` of the transition from `m` to `n`, for positive
`ħ`, `M`, `L`, `m` and `n`. -/
def oscillatorStrength (hbar M L : ℝ) (m n : ℕ) : ℝ :=
  2 * M / hbar ^ 2 * (boxEnergy hbar M L n - boxEnergy hbar M L m) * dipole L m n ^ 2
```

**Q:** So the Schrödinger equation never appears?

**A:** No. That these sines and energies solve it with hard walls is the step you supply from physics. The integrals are then computed from the definitions.

**Q:** Show me the calculation first, without Lean.

**A:** Let \(c_k=\int_0^L x\cos(k\pi x/L)\,dx\) with \(k\neq0\), and put \(a=k\pi/L\). Integration by parts gives

\[
c_k=\Big[\frac{x\sin ax}{a}+\frac{\cos ax}{a^2}\Big]_0^L=\Big(\frac{L}{k\pi}\Big)^2\big((-1)^k-1\big),
\]

because \(\sin k\pi=0\) and \(\cos k\pi=(-1)^k\). Next, \(2\sin\alpha\sin\beta=\cos(\alpha-\beta)-\cos(\alpha+\beta)\) turns the matrix element into

\[
x_{mn}=\frac{c_{m-n}-c_{m+n}}{L}.
\]

The integers \(m-n\) and \(m+n\) differ by \(2n\), so they have the same parity. If both are even, and \(m\neq n\), both moments vanish. If both are odd, \(c_k=-2L^2/(k^2\pi^2)\) and

\[
x_{mn}=-\frac{2L}{\pi^2}\left[\frac1{(m-n)^2}-\frac1{(m+n)^2}\right]=-\frac{8Lmn}{\pi^2(m^2-n^2)^2}.
\]

**Q:** How does Lean know the value of \(c_k\)? Does it integrate by parts?

**A:** It is given the antiderivative and checks it by differentiation. In the proof below, `hF` is that check, and `hab` is the identity \(a\cdot(1/a)=1\) that it needs. The fundamental theorem of calculus, `intervalIntegral.integral_eq_sub_of_hasDerivAt`, then leaves the boundary values.

```lean
/-- For a nonzero integer `k` and `L > 0`, the first moment of the cosine is
`(L/(kπ))² ((-1)^k - 1)`. -/
theorem cosMoment_of_ne_zero {L : ℝ} (hL : 0 < L) {k : ℤ} (hk : k ≠ 0) :
    cosMoment L k = (L / (k * π)) ^ 2 * ((-1) ^ k - 1) := by
  have hk' : (k : ℝ) ≠ 0 := by exact_mod_cast hk
  have hab : (k * π / L) * (L / (k * π)) = 1 := by
    have := pi_ne_zero
    field_simp
  have haL : k * π / L * L = k * π := div_mul_cancel₀ _ hL.ne'
  -- an explicit antiderivative, as found by integration by parts
  have hF : ∀ x ∈ Set.uIcc 0 L, HasDerivAt
      (fun y : ℝ => y * sin (k * π / L * y) * (L / (k * π))
        + cos (k * π / L * y) * (L / (k * π)) ^ 2)
      (x * cos (k * π / L * x)) x := by
    intro x _
    have hl : HasDerivAt (fun y : ℝ => k * π / L * y) (k * π / L) x := by
      simpa using (hasDerivAt_id' x).const_mul (k * π / L)
    have h := (((hasDerivAt_id' x).fun_mul hl.sin).mul_const (L / (k * π))).fun_add
      (hl.cos.mul_const ((L / (k * π)) ^ 2))
    refine h.congr_deriv ?_
    linear_combination
      (x * cos (k * π / L * x) - sin (k * π / L * x) * (L / (k * π))) * hab
  rw [cosMoment, intervalIntegral.integral_eq_sub_of_hasDerivAt hF
    (Continuous.intervalIntegrable (by fun_prop) _ _)]
  simp only [haL, sin_int_mul_pi, cos_int_mul_pi, mul_zero, zero_mul, cos_zero]
  ring
```

**Q:** And the product-to-sum step?

**A:** It is done under the integral sign. The two moments are first combined into one integral, and the integrands are then compared at each \(x\). There `h1` and `h2` expand the cosines of the difference and the sum, while `hs` multiplies the two normalisation factors to \(2/L\).

```lean
/-- For `L > 0`, the dipole element is a difference of two cosine moments, one for the
difference and one for the sum of the quantum numbers. -/
theorem dipole_eq_cosMoment {L : ℝ} (hL : 0 < L) (m n : ℕ) :
    dipole L m n = (cosMoment L ((m : ℤ) - n) - cosMoment L ((m : ℤ) + n)) / L := by
  have hi : ∀ k : ℤ, IntervalIntegrable (fun x : ℝ => x * cos (k * π / L * x))
      MeasureTheory.volume 0 L :=
    fun k => Continuous.intervalIntegrable (by fun_prop) _ _
  unfold dipole cosMoment
  rw [← intervalIntegral.integral_sub (hi _) (hi _), ← intervalIntegral.integral_div]
  apply intervalIntegral.integral_congr
  intro x _
  have hs : √(2 / L) * √(2 / L) = 2 / L := mul_self_sqrt (by positivity)
  -- the product-to-sum formula under the integral
  have h1 : cos (((m : ℝ) - n) * π / L * x) = cos (m * π * x / L) * cos (n * π * x / L)
      + sin (m * π * x / L) * sin (n * π * x / L) := by
    rw [← cos_sub]; congr 1; ring
  have h2 : cos (((m : ℝ) + n) * π / L * x) = cos (m * π * x / L) * cos (n * π * x / L)
      - sin (m * π * x / L) * sin (n * π * x / L) := by
    rw [← cos_add]; congr 1; ring
  simp only [boxState]
  push_cast
  rw [h1, h2]
  linear_combination (x * sin (m * π * x / L) * sin (n * π * x / L)) * hs
```

A small lemma records that the denominator \(m^2-n^2\) is nonzero for distinct quantum numbers.

```lean
/-- Distinct quantum numbers have distinct squares. -/
theorem sq_sub_sq_ne_zero {m n : ℕ} (hmn : m ≠ n) : (m : ℝ) ^ 2 - (n : ℝ) ^ 2 ≠ 0 := by
  intro h
  have h' : (m : ℝ) = n :=
    (sq_eq_sq₀ (Nat.cast_nonneg m) (Nat.cast_nonneg n)).1 (sub_eq_zero.1 h)
  exact hmn (by exact_mod_cast h')
```

**Q:** Now the main statement. Read it to me in words.

**A:** For a box of positive length and two different natural numbers \(m,n\), there are two implications: if \(m+n\) is even, the dipole element is zero; if \(m+n\) is odd, it equals the closed form above. Positivity of the quantum numbers is not assumed, since with a zero label both sides are zero.

The proof substitutes the two moments and splits by parity. `e1`, `e2` and `o1`, `o2` state that the difference and the sum share the parity of \(m+n\). In the odd case `hf` factors \(m^2-n^2\), and `field_simp` with `ring` combines the two fractions.

```lean
/-- Dipole elements of the box with `L > 0`: for `m ≠ n` the element vanishes if `m + n` is
even and equals `-8Lmn/(π²(m² - n²)²)` if `m + n` is odd. -/
theorem dipole_offDiagonal {L : ℝ} (hL : 0 < L) {m n : ℕ} (hmn : m ≠ n) :
    (Even (m + n) → dipole L m n = 0) ∧
    (Odd (m + n) → dipole L m n =
      -8 * L * m * n / (π ^ 2 * ((m : ℝ) ^ 2 - (n : ℝ) ^ 2) ^ 2)) := by
  have hd : (m : ℤ) - n ≠ 0 := by omega
  have hs : (m : ℤ) + n ≠ 0 := by omega
  rw [dipole_eq_cosMoment hL, cosMoment_of_ne_zero hL hd, cosMoment_of_ne_zero hL hs]
  -- the sum and the difference of the quantum numbers have the same parity
  constructor
  · rintro ⟨r, hr⟩
    have e1 : Even ((m : ℤ) - n) := ⟨r - n, by omega⟩
    have e2 : Even ((m : ℤ) + n) := ⟨r, by omega⟩
    rw [e1.neg_one_zpow, e2.neg_one_zpow]
    ring
  · rintro ⟨r, hr⟩
    have o1 : Odd ((m : ℤ) - n) := ⟨r - n, by omega⟩
    have o2 : Odd ((m : ℤ) + n) := ⟨r, by omega⟩
    have hd' : (m : ℝ) - n ≠ 0 := by exact_mod_cast hd
    have hs' : (m : ℝ) + n ≠ 0 := by exact_mod_cast hs
    have hf : (m : ℝ) ^ 2 - (n : ℝ) ^ 2 = (m - n) * (m + n) := by ring
    have hpi := pi_ne_zero
    rw [o1.neg_one_zpow, o2.neg_one_zpow, hf]
    push_cast
    field_simp
    ring
```

**Q:** What about \(m=n\), where your formula for \(c_{m-n}\) fails?

**A:** That case is separate. Here \(c_0=\int_0^L x\,dx=L^2/2\) and \(c_{2n}=0\), so \(x_{nn}=L/2\), the middle of the box. This needs \(n\neq0\), because for \(n=0\) the integrand, and so the integral, is zero.

```lean
/-- For `L > 0` and `n ≠ 0`, the mean position in the box state `n` is `L/2`. -/
theorem dipole_diagonal {L : ℝ} (hL : 0 < L) {n : ℕ} (hn : n ≠ 0) :
    dipole L n n = L / 2 := by
  have hs : (n : ℤ) + n ≠ 0 := by omega
  have e : Even ((n : ℤ) + n) := ⟨n, rfl⟩
  have h0 : cosMoment L 0 = L ^ 2 / 2 := by simp [cosMoment]
  rw [dipole_eq_cosMoment hL, sub_self, h0, cosMoment_of_ne_zero hL hs, e.neg_one_zpow,
    sub_self, mul_zero, sub_zero]
  field_simp
```

**Q:** A selection rule should also say that the allowed elements don't vanish. Does yours?

**A:** Yes: for distinct positive \(m,n\), the element is nonzero exactly when \(m+n\) is odd. One direction is the even case of the main theorem. For the other, the numerator \(-8Lmn\) is nonzero, and so is the denominator. Positivity enters here: a zero label with an odd partner has an odd sum but a vanishing element.

For a single charged particle between hard walls, in the electric dipole approximation and to first order in the field, this decides which transitions between distinct levels light polarised along the box can drive. The closed form also supplies reference values for a grid calculation of the same one-particle problem, up to a sign that depends on the sign chosen for each eigenfunction.

```lean
/-- Selection rule: for `L > 0` and distinct positive `m` and `n`, the dipole element is
nonzero exactly when `m + n` is odd. -/
theorem dipole_ne_zero_iff {L : ℝ} (hL : 0 < L) {m n : ℕ} (hm : 0 < m) (hn : 0 < n)
    (hmn : m ≠ n) : dipole L m n ≠ 0 ↔ Odd (m + n) := by
  constructor
  · intro h
    by_contra ho
    exact h ((dipole_offDiagonal hL hmn).1 (Nat.not_odd_iff_even.1 ho))
  · intro ho
    have hm' : (0 : ℝ) < m := by exact_mod_cast hm
    have hn' : (0 : ℝ) < n := by exact_mod_cast hn
    have hpos : 0 < 8 * L * m * n := by positivity
    rw [(dipole_offDiagonal hL hmn).2 ho]
    refine div_ne_zero (fun h => ?_)
      (mul_ne_zero (pow_ne_zero 2 pi_ne_zero) (pow_ne_zero 2 (sq_sub_sq_ne_zero hmn)))
    linarith
```

**Q:** The oscillator strength contains the energies too. What happens to \(M\), \(L\) and \(\hbar\)?

**A:** They cancel. For \(m+n\) odd,

\[
f_{mn}=\frac{2M}{\hbar^2}\cdot\frac{(n^2-m^2)\pi^2\hbar^2}{2ML^2}\cdot\frac{64L^2m^2n^2}{\pi^4(m^2-n^2)^4}
=\frac{64\,m^2n^2}{\pi^2(n^2-m^2)^3}.
\]

The order of the arguments matters: `oscillatorStrength hbar M L m n` goes from \(m\) to \(n\), and for positive labels with an odd sum it is negative when \(n<m\), as for emission. The theorem assumes positive \(\hbar\), \(M\) and \(L\), and gets \(m\neq n\) from the odd sum. In the proof, `hE` is the energy difference, and `generalize` replaces \(n^2-m^2\) by a single nonzero number \(D\) before the cancellation.

```lean
/-- For positive `ħ`, `M` and `L` and odd `m + n`, the oscillator strength from `m` to `n` is
`64m²n²/(π²(n² - m²)³)`. -/
theorem oscillatorStrength_eq {hbar M L : ℝ} (hh : 0 < hbar) (hM : 0 < M) (hL : 0 < L)
    {m n : ℕ} (ho : Odd (m + n)) :
    oscillatorStrength hbar M L m n =
      64 * (m : ℝ) ^ 2 * (n : ℝ) ^ 2 / (π ^ 2 * ((n : ℝ) ^ 2 - (m : ℝ) ^ 2) ^ 3) := by
  have hmn : m ≠ n := by
    obtain ⟨r, hr⟩ := ho
    omega
  have hD := sq_sub_sq_ne_zero hmn.symm
  have hE : boxEnergy hbar M L n - boxEnergy hbar M L m =
      ((n : ℝ) ^ 2 - (m : ℝ) ^ 2) * (π ^ 2 * hbar ^ 2 / (2 * M * L ^ 2)) := by
    unfold boxEnergy
    ring
  have hflip : (m : ℝ) ^ 2 - (n : ℝ) ^ 2 = -((n : ℝ) ^ 2 - (m : ℝ) ^ 2) := by ring
  have hpi := pi_ne_zero
  rw [oscillatorStrength, hE, (dipole_offDiagonal hL hmn).2 ho, hflip]
  generalize (n : ℝ) ^ 2 - (m : ℝ) ^ 2 = D at hD ⊢
  field_simp
  ring
```

**Q:** Give me one number.

**A:** From level 1 to level 2,

\[
f_{12}=\frac{64\cdot1\cdot4}{\pi^2\cdot3^3}=\frac{256}{27\pi^2}>0.96 .
\]

The equality is the general formula at \(m=1\), \(n=2\). The inequality amounts to \(0.96\cdot27\,\pi^2<256\), which `nlinarith` obtains from the bound \(\pi<3.1416\) in `pi_lt_d4`.

```lean
/-- For positive `ħ`, `M` and `L`, the transition from level 1 to level 2 has oscillator
strength `256/(27π²)`, which exceeds `0.96`. -/
theorem oscillatorStrength_one_two {hbar M L : ℝ} (hh : 0 < hbar) (hM : 0 < M)
    (hL : 0 < L) :
    oscillatorStrength hbar M L 1 2 = 256 / (27 * π ^ 2) ∧
      0.96 < oscillatorStrength hbar M L 1 2 := by
  have h : oscillatorStrength hbar M L 1 2 = 256 / (27 * π ^ 2) := by
    rw [oscillatorStrength_eq hh hM hL (by decide)]
    push_cast
    ring
  refine ⟨h, ?_⟩
  rw [h, lt_div_iff₀ (by positivity)]
  nlinarith [pi_pos, pi_lt_d4]

end

end BoxDipole
```

```lean
#print axioms BoxDipole.dipole_diagonal
-- 'BoxDipole.dipole_diagonal' depends on axioms: [propext, Classical.choice, Quot.sound]
#print axioms BoxDipole.dipole_ne_zero_iff
-- 'BoxDipole.dipole_ne_zero_iff' depends on axioms: [propext, Classical.choice, Quot.sound]
#print axioms BoxDipole.oscillatorStrength_one_two
-- 'BoxDipole.oscillatorStrength_one_two' depends on axioms: [propext, Classical.choice, Quot.sound]
```
